# Stationarity of the coupled-cluster Lagrangian as a left eigenvalue equation

The similarity-transformed Hamiltonian \(\bar H\) is generally not Hermitian, so a reference \(\varphi\) with \(\bar H\varphi=E\varphi\) need not be a left eigenvector. For a real unit vector \(\varphi\), the projected energy \(\varphi\cdot\bar H\varphi\) can then change to first order in the amplitudes; in the matrix example of part (i) one derivative equals 1. If \(H\) depends on a parameter, the chain rule (not formalised here) shows that the first derivative of \(l\cdot\bar H\varphi\) at fixed \(l\) has no amplitude-response term whenever the left vector \(l\) makes this quantity stationary in the amplitudes. In a finite basis, with an untruncated set of commuting excitations and amplitudes that solve \(\bar H\varphi=E\varphi\) exactly, the nonzero vectors \(l\) with this property are shown below to be the left eigenvectors of \(\bar H\) with the same eigenvalue \(E\).

## Setting

Complex square matrices act on states indexed by `n`. Excitation matrices \(\tau_\mu\) and amplitudes \(t_\mu\) are indexed by `ι`, and \(H\) is any matrix:
\[ T(t)=\sum_\mu t_\mu\tau_\mu,\qquad \bar H(t)=e^{-T}He^{T},\qquad L(t)=l\cdot\bar H(t)\varphi . \]

In Lean 4 with Mathlib:

```lean
import Mathlib

open Matrix

namespace CoupledClusterLagrangian

noncomputable section

variable {n ι : Type*} [Fintype n] [DecidableEq n] [Fintype ι] [DecidableEq ι]

/-- The cluster operator `T(t) = ∑ t_μ τ_μ`. -/
def clusterOp (τ : ι → Matrix n n ℂ) (t : ι → ℂ) : Matrix n n ℂ := ∑ μ, t μ • τ μ

/-- The similarity-transformed Hamiltonian `exp(-T) H exp(T)` at amplitudes `t`. -/
def hbar (τ : ι → Matrix n n ℂ) (H : Matrix n n ℂ) (t : ι → ℂ) : Matrix n n ℂ :=
  NormedSpace.exp (-clusterOp τ t) * H * NormedSpace.exp (clusterOp τ t)

/-- The Lagrangian `L(t) = l Hbar(t) φ` for a row vector `l` and a reference `φ`. -/
def lagrangian (τ : ι → Matrix n n ℂ) (H : Matrix n n ℂ) (l φ : n → ℂ) (t : ι → ℂ) : ℂ :=
  l ⬝ᵥ hbar τ H t *ᵥ φ

/-- The commutator `[A, B] = AB - BA`. -/
def comm (A B : Matrix n n ℂ) : Matrix n n ℂ := A * B - B * A

/-- `L` is stationary at `t`: its partial derivative in every amplitude exists and is zero. -/
def Stationary (τ : ι → Matrix n n ℂ) (H : Matrix n n ℂ) (l φ : n → ℂ) (t : ι → ℂ) : Prop :=
  ∀ ν, HasDerivAt (fun s => lagrangian τ H l φ (Function.update t ν s)) 0 (t ν)
```

The pairing `⬝ᵥ` is bilinear, so `l` holds the components of a bra, in coupled-cluster theory \(\langle\varphi|(1+\Lambda)\) with the Lagrange multipliers as the coefficients of the de-excitation operator \(\Lambda\); `*ᵥ` and `ᵥ*` apply a matrix to a column and to a row. `Function.update t ν s` replaces \(t_\nu\) by \(s\), and `Stationary` says that every complex partial derivative in an amplitude is zero; \(l\) is not varied. Pairwise commutation of the \(\tau_\mu\) is the hypothesis `hτ`; nilpotency, Hermiticity of \(H\) and the normalisation \(l\cdot\varphi=1\) are not assumed, so \(l=0\) always qualifies.

## (a) Inverse exponential

*Task.* Show \(e^{-A}e^{A}=1\) for any matrix \(A\).

*Solution.* \(-A\) and \(A\) commute, so the product is \(e^{0}=1\).

```lean
/-- `exp(-A)` is a left inverse of `exp(A)`. -/
theorem exp_neg_mul_exp (A : Matrix n n ℂ) : NormedSpace.exp (-A) * NormedSpace.exp A = 1 := by
  rw [← Matrix.exp_add_of_commute _ _ (Commute.refl A).neg_left, neg_add_cancel,
    NormedSpace.exp_zero]
```

## (b) Moving one amplitude

*Task.* With \(\delta=s-t_\nu\), show that setting \(t_\nu\to s\) turns \(\bar H\) into \(e^{-\delta\tau_\nu}\bar He^{\delta\tau_\nu}\).

*Solution.* \(T\) becomes \(T+\delta\tau_\nu\) (`hT`). Since \([T,\tau_\nu]=\sum_\mu t_\mu[\tau_\mu,\tau_\nu]=0\) (`c`), both exponentials factorise, as \(e^{-\delta\tau_\nu}e^{-T}\) and \(e^{T}e^{\delta\tau_\nu}\).

```lean
/-- For commuting `τ_μ`, moving the amplitude `t_ν` to `s` conjugates `Hbar` by
`exp((s - t_ν) τ_ν)`. -/
theorem hbar_update {τ : ι → Matrix n n ℂ} (hτ : ∀ μ ν, Commute (τ μ) (τ ν))
    (H : Matrix n n ℂ) (t : ι → ℂ) (ν : ι) (s : ℂ) :
    hbar τ H (Function.update t ν s) =
      NormedSpace.exp ((s - t ν) • -τ ν) * hbar τ H t * NormedSpace.exp ((s - t ν) • τ ν) := by
  have hT : clusterOp τ (Function.update t ν s) = clusterOp τ t + (s - t ν) • τ ν := by
    have h : ∀ μ, Function.update t ν s μ • τ μ
        = t μ • τ μ + if μ = ν then (s - t ν) • τ ν else 0 := by
      intro μ
      by_cases h : μ = ν
      · subst h
        simp [sub_smul]
      · simp [h]
    simp only [clusterOp, h, Finset.sum_add_distrib, Finset.sum_ite_eq', Finset.mem_univ,
      if_true]
  -- T commutes with τ_ν, so both exponentials factorise
  have c : Commute (clusterOp τ t) (τ ν) :=
    Commute.sum_left _ _ _ (fun μ _ => (hτ μ ν).smul_left _)
  have e : -(clusterOp τ t + (s - t ν) • τ ν) = (s - t ν) • -τ ν + -clusterOp τ t := by
    rw [smul_neg]; abel
  unfold hbar
  rw [hT, e, Matrix.exp_add_of_commute _ _ (c.symm.neg_left.neg_right.smul_left _),
    Matrix.exp_add_of_commute _ _ (c.smul_right _)]
  simp only [mul_assoc]
```

## (c) Derivative of a conjugation

*Task.* For \(X,\tau\) in a complex Banach algebra and a continuous linear functional \(\omega\), differentiate \(\omega(e^{-s\tau}Xe^{s\tau})\) at \(s=0\).

*Solution.* There the exponentials equal 1 and have derivatives \(-\tau\) and \(\tau\) (`h1`, `h2`). The product rule gives \(X\tau-\tau X\) (`h3`), and \(\omega\) passes through the derivative.

```lean
/-- In a complex Banach algebra, `ω(exp(-sτ) X exp(sτ))` has derivative `ω(Xτ - τX)` at
`s = 0`, for every continuous linear functional `ω`. -/
theorem conj_hasDerivAt {A : Type*} [NormedRing A] [NormedAlgebra ℂ A] [CompleteSpace A]
    (X τ : A) (ω : A →L[ℂ] ℂ) :
    HasDerivAt (fun s : ℂ => ω (NormedSpace.exp (s • -τ) * X * NormedSpace.exp (s • τ)))
      (ω (X * τ - τ * X)) 0 := by
  have h1 := hasDerivAt_exp_smul_const (-τ) (0 : ℂ)
  have h2 := hasDerivAt_exp_smul_const τ (0 : ℂ)
  have h3 : HasDerivAt (fun s : ℂ => NormedSpace.exp (s • -τ) * X * NormedSpace.exp (s • τ))
      (X * τ - τ * X) 0 := by
    refine ((h1.mul_const X).fun_mul h2).congr_deriv ?_
    simp only [zero_smul, NormedSpace.exp_zero, one_mul, mul_one]
    noncomm_ring
  exact ω.hasFDerivAt.comp_hasDerivAt (0 : ℂ) h3
```

## (d) The amplitude gradient

*Task.* Show \(\partial L/\partial t_\nu=l\cdot[\bar H,\tau_\nu]\varphi\) at every \(t\).

*Solution.* Put \(\omega(M)=l\cdot M\varphi\), continuous in finite dimension. By (b), \(L=\omega(e^{-\delta\tau_\nu}\bar He^{\delta\tau_\nu})\); apply (c) with \(X=\bar H\). `HasDerivAt.comp_sub_const` shifts \(\delta=0\) to \(s=t_\nu\). Only commutation is used, so truncated excitation sets are included.

```lean
open scoped Matrix.Norms.Operator in
/-- For commuting `τ_μ`, the partial derivative of `L` in `t_ν` is `l [Hbar, τ_ν] φ`. -/
theorem lagrangian_hasDerivAt {τ : ι → Matrix n n ℂ} (hτ : ∀ μ ν, Commute (τ μ) (τ ν))
    (H : Matrix n n ℂ) (l φ : n → ℂ) (t : ι → ℂ) (ν : ι) :
    HasDerivAt (fun s => lagrangian τ H l φ (Function.update t ν s))
      (l ⬝ᵥ comm (hbar τ H t) (τ ν) *ᵥ φ) (t ν) := by
  -- the matrix element M ↦ l M φ is a continuous linear functional
  obtain ⟨ω, hω⟩ : ∃ ω : Matrix n n ℂ →L[ℂ] ℂ, ∀ M, ω M = l ⬝ᵥ M *ᵥ φ :=
    ⟨LinearMap.toContinuousLinearMap
      { toFun := fun M => l ⬝ᵥ M *ᵥ φ
        map_add' := fun M N => by simp [Matrix.add_mulVec]
        map_smul' := fun c M => by
          simp [Matrix.smul_mulVec] },
      fun _ => rfl⟩
  have h := conj_hasDerivAt (hbar τ H t) (τ ν) ω

  rw [← sub_self (t ν)] at h
  have h' := HasDerivAt.comp_sub_const (t ν) (t ν) h
  simp only [lagrangian, hbar_update hτ, ← hω]
  exact h'
```

## (e) Residual form

*Task.* Assume \(\bar H\varphi=E\varphi\) for a complex \(E\) (`hE`) and set \(r=l\bar H-El\). Show that stationarity holds iff \(r\cdot\tau_\nu\varphi=0\) for all \(\nu\).

*Solution.* As in `key`,
\[ l\cdot[\bar H,\tau_\nu]\varphi=(l\bar H)\cdot\tau_\nu\varphi-l\cdot\tau_\nu\bar H\varphi=(l\bar H)\cdot\tau_\nu\varphi-E\,l\cdot\tau_\nu\varphi=r\cdot\tau_\nu\varphi . \]
Derivatives are unique (`h.unique`), so the derivative vanishes exactly when this number does. `hE` is assumed, not derived; truncated amplitude equations impose only projections of it.

```lean
/-- For commuting `τ_μ`, if `Hbar φ = E φ`, then `L` is stationary iff the row vector `l Hbar - E l` annihilates
every `τ_ν φ`. -/
theorem stationary_iff_residual {τ : ι → Matrix n n ℂ} (hτ : ∀ μ ν, Commute (τ μ) (τ ν))
    {H : Matrix n n ℂ} {φ : n → ℂ} {t : ι → ℂ} {E : ℂ} (hE : hbar τ H t *ᵥ φ = E • φ)
    (l : n → ℂ) :
    Stationary τ H l φ t ↔ ∀ ν, (l ᵥ* hbar τ H t - E • l) ⬝ᵥ τ ν *ᵥ φ = 0 := by
  have key : ∀ ν, l ⬝ᵥ comm (hbar τ H t) (τ ν) *ᵥ φ
      = (l ᵥ* hbar τ H t - E • l) ⬝ᵥ τ ν *ᵥ φ := by
    intro ν
    rw [comm, sub_mulVec, ← mulVec_mulVec, ← mulVec_mulVec, hE, mulVec_smul, dotProduct_sub,
      sub_dotProduct, dotProduct_smul, smul_dotProduct, dotProduct_mulVec l (hbar τ H t)]
  refine forall_congr' fun ν => ?_
  have h := lagrangian_hasDerivAt hτ H l φ t ν
  rw [key] at h
  exact ⟨fun h0 => h.unique h0, fun h0 => h.congr_deriv h0⟩
```

## (f) Left eigenvalue equation

*Task.* Assume also that \(\varphi\) and the \(\tau_\nu\varphi\) span the space (`hspan`). Show that stationarity holds iff \(l\bar H=El\).

*Solution.* If \(r=0\), (e) gives stationarity. Conversely, \(r\cdot\varphi=l\cdot\bar H\varphi-E\,l\cdot\varphi=0\) (`h0`), and (e) gives \(r\cdot\tau_\nu\varphi=0\). By linearity \(r\) annihilates the span (`hall`, by `Submodule.span_induction`), hence each basis vector `Pi.single i 1`, so every component \(r_i\) is zero.

```lean
/-- For commuting `τ_μ`, if `Hbar φ = E φ` and `φ` with the `τ_ν φ` span the space, then `L` is stationary in all
amplitudes iff `l Hbar = E l`. -/
theorem stationary_iff_left_eigen {τ : ι → Matrix n n ℂ} (hτ : ∀ μ ν, Commute (τ μ) (τ ν))
    {H : Matrix n n ℂ} {φ : n → ℂ} {t : ι → ℂ} {E : ℂ} (hE : hbar τ H t *ᵥ φ = E • φ)
    (hspan : Submodule.span ℂ (insert φ (Set.range fun ν => τ ν *ᵥ φ)) = ⊤) (l : n → ℂ) :
    Stationary τ H l φ t ↔ l ᵥ* hbar τ H t = E • l := by
  rw [stationary_iff_residual hτ hE]
  refine ⟨fun h => ?_, fun h ν => by simp [h]⟩
  -- the residual annihilates φ and, by h, every τ_ν φ, hence the whole span
  have h0 : (l ᵥ* hbar τ H t - E • l) ⬝ᵥ φ = 0 := by
    rw [sub_dotProduct, ← dotProduct_mulVec, hE, dotProduct_smul, smul_dotProduct, sub_self]
  have hall : ∀ v ∈ Submodule.span ℂ (insert φ (Set.range fun ν => τ ν *ᵥ φ)),
      (l ᵥ* hbar τ H t - E • l) ⬝ᵥ v = 0 := by
    intro v hv
    induction hv using Submodule.span_induction with
    | mem x hx =>
      rcases hx with rfl | ⟨ν, rfl⟩
      · exact h0
      · exact h ν
    | zero => exact dotProduct_zero _
    | add x y _ _ hx hy => rw [dotProduct_add, hx, hy, add_zero]
    | smul a x _ hx => rw [dotProduct_smul, hx, smul_zero]
  rw [← sub_eq_zero]
  funext i
  have := hall (Pi.single i 1) (by rw [hspan]; exact Submodule.mem_top)
  rwa [dotProduct_single, mul_one] at this
```

## (g) The untransformed Hamiltonian

*Task.* Under the same hypotheses, show that stationarity holds iff \(mH=Em\) for \(m=le^{-T}\).

*Solution.* For square matrices (a) also gives \(e^{T}e^{-T}=1\) (`hUV`), so \(e^{-T}H=\bar He^{-T}\). From \(l\bar H=El\) follows \(mH=l\bar He^{-T}=Em\). Conversely \(l\bar H=mHe^{T}=E\,le^{-T}e^{T}=El\).

```lean
/-- For commuting `τ_μ`, if `Hbar φ = E φ` and `φ` with the `τ_ν φ` span the space, then `L` is stationary iff `l exp(-T) H = E l exp(-T)`. -/
theorem stationary_iff_left_eigen_bare {τ : ι → Matrix n n ℂ}
    (hτ : ∀ μ ν, Commute (τ μ) (τ ν)) {H : Matrix n n ℂ} {φ : n → ℂ} {t : ι → ℂ} {E : ℂ}
    (hE : hbar τ H t *ᵥ φ = E • φ)
    (hspan : Submodule.span ℂ (insert φ (Set.range fun ν => τ ν *ᵥ φ)) = ⊤) (l : n → ℂ) :
    Stationary τ H l φ t ↔ (l ᵥ* NormedSpace.exp (-clusterOp τ t)) ᵥ* H
      = E • (l ᵥ* NormedSpace.exp (-clusterOp τ t)) := by
  rw [stationary_iff_left_eigen hτ hE hspan]
  have hVU := exp_neg_mul_exp (clusterOp τ t)
  have hUV := mul_eq_one_comm.mp hVU
  have hs : ∀ (v : n → ℂ) (M : Matrix n n ℂ), (E • v) ᵥ* M = E • (v ᵥ* M) := by
    intro v M
    ext j
    simp [vecMul, dotProduct, Finset.mul_sum, mul_assoc]
  constructor
  · intro h
    have e : NormedSpace.exp (-clusterOp τ t) * H
        = hbar τ H t * NormedSpace.exp (-clusterOp τ t) := by
      rw [hbar, mul_assoc, hUV, mul_one]
    rw [vecMul_vecMul, e, ← vecMul_vecMul, h, hs]
  · intro h
    rw [hbar, ← vecMul_vecMul, ← vecMul_vecMul, h, hs, vecMul_vecMul, hVU, vecMul_one]
```

## (h) A prescribed transformed Hamiltonian

*Task.* For a matrix \(D\) and \(H=e^{T}De^{-T}\), show \(\bar H=D\) at the same amplitudes.

*Solution.* \(\bar H=(e^{-T}e^{T})D(e^{-T}e^{T})=D\), using (a) twice.

```lean
/-- The matrix `exp(T) D exp(-T)` at amplitudes `t`. -/
def dressed (τ : ι → Matrix n n ℂ) (D : Matrix n n ℂ) (t : ι → ℂ) : Matrix n n ℂ :=
  NormedSpace.exp (clusterOp τ t) * D * NormedSpace.exp (-clusterOp τ t)

omit [DecidableEq ι] in
/-- For `H = exp(T) D exp(-T)` the transformed Hamiltonian at the same amplitudes is `D`. -/
theorem hbar_dressed (τ : ι → Matrix n n ℂ) (D : Matrix n n ℂ) (t : ι → ℂ) :
    hbar τ (dressed τ D t) t = D := by
  have h := exp_neg_mul_exp (clusterOp τ t)
  rw [hbar, dressed, ← mul_assoc, ← mul_assoc, h, one_mul, mul_assoc, h, mul_one]
```

## (i) Three states

States are \(e_0,e_1,e_2\). The one-step shift \(\tau_0\) sends \(e_0\to e_1\to e_2\to0\), and \(\tau_1=\tau_0^2\) is the two-step shift.

```lean
/-- Two excitation matrices on three states: the one-step shift and the two-step shift. -/
def excit : Fin 2 → Matrix (Fin 3) (Fin 3) ℂ :=
  ![!![0, 0, 0; 1, 0, 0; 0, 1, 0], !![0, 0, 0; 0, 0, 0; 1, 0, 0]]

/-- An upper triangular three-state matrix. -/
def modelD : Matrix (Fin 3) (Fin 3) ℂ := !![1, 1, 0; 0, 2, 1; 0, 0, 2]
```

*Task.* With \(D\) = `modelD`, \(H\) from (h), \(\varphi=e_0\), \(E=1\) and any amplitudes, verify the hypotheses of (f) and \(l\bar H=l\) for \(l=(1,-1,1)\).

*Solution.* Powers of \(\tau_0\) commute. By (h), \(\bar H\varphi=De_0=e_0\). The vectors \(\varphi,\tau_0\varphi,\tau_1\varphi\) are \(e_0,e_1,e_2\), which span (`hv`). Finally \(lD=(1,\,1-2,\,-1+2)=l\), with \(l\cdot\varphi=1\); stationarity follows from (f).

```lean
/-- For any amplitudes, `excit`, `H = exp(T) modelD exp(-T)`, `φ = (1,0,0)` and `E = 1` meet
the commutation, eigenvalue and span conditions, and `l = (1,-1,1)` has `l Hbar = E l`. -/
theorem stationary_witness (t : Fin 2 → ℂ) :
    (∀ μ ν, Commute (excit μ) (excit ν)) ∧
    hbar excit (dressed excit modelD t) t *ᵥ ![1, 0, 0] = (1 : ℂ) • ![1, 0, 0] ∧
    Submodule.span ℂ (insert ![1, 0, 0] (Set.range fun ν => excit ν *ᵥ ![1, 0, 0])) = ⊤ ∧
    ![1, -1, 1] ᵥ* hbar excit (dressed excit modelD t) t = (1 : ℂ) • ![1, -1, 1] := by
  rw [hbar_dressed]
  refine ⟨fun μ ν => ?_, ?_, ?_, ?_⟩
  · show excit μ * excit ν = excit ν * excit μ
    fin_cases μ <;> fin_cases ν <;> ext i j <;> fin_cases i <;> fin_cases j <;>
      simp [excit, Matrix.mul_apply, Fin.sum_univ_succ]
  · ext i
    fin_cases i <;> simp [modelD, mulVec, dotProduct, Fin.sum_univ_succ]
  · rw [eq_top_iff]
    intro v _
    have hv : v = v 0 • ![1, 0, 0] + v 1 • excit 0 *ᵥ ![1, 0, 0]
        + v 2 • excit 1 *ᵥ ![1, 0, 0] := by
      ext i
      fin_cases i <;>
        simp [excit, Matrix.vecHead, Matrix.vecTail]
    rw [hv]
    refine add_mem (add_mem ?_ ?_) ?_ <;>
      refine Submodule.smul_mem _ _ (Submodule.subset_span ?_)
    exacts [Or.inl rfl, Or.inr ⟨0, rfl⟩, Or.inr ⟨1, rfl⟩]
  · ext i
    fin_cases i <;> simp [modelD, vecMul, dotProduct, Fin.sum_univ_succ] <;> norm_num
```

The eigenvalue 2 of \(D\) has only one independent eigenvector, so \(H=e^{T}De^{-T}\) is not diagonalisable, and hence not Hermitian, at any amplitudes: here and in (j) it is a test matrix, not a physical Hamiltonian. This remark and the numbers that follow were worked on paper only. The commutators give \([D,\tau_0]\varphi=(1,2,0)-(0,1,0)=(1,1,0)\) and \([D,\tau_1]\varphi=(0,1,2)-(0,0,1)=(0,1,1)\). Pairing with \(l\) gives \(0,0\); pairing with \(\varphi\) gives \(1,0\). At \(t=(0,1)\), \(e^{\pm T}=1\pm\tau_1\), so
\[ H=\begin{pmatrix}1&1&0\\-1&2&1\\-1&1&2\end{pmatrix},\qquad m=le^{-T}=(0,-1,1),\qquad mH=(0,-1,1)=m . \]

## (j) An incomplete excitation set

*Task.* Keep only the one-step shift \(\tau_0\), with \(H\) again from (h). Show that \(\bar H\varphi=\varphi\) and that \(L\) is stationary for \(l=(1,-1,0)\), although \(l\bar H\neq l\).

*Solution.* Again \(\bar H=D\) and \(De_0=e_0\). Now \(lD=(1,-1,-1)\), so \(r=(0,0,-1)\). Then \(r\cdot\tau_0\varphi=r_1=0\) gives stationarity by (e), while \(r_2=-1\) (`congrFun h 2`) lies along \(e_2\), which is missing from the span.

```lean
/-- With the one-step shift as the only excitation, `Hbar φ = φ` for `φ = (1,0,0)` and `L` is
stationary for `l = (1,-1,0)`, yet `l Hbar ≠ l`. -/
theorem span_needed (t : Fin 1 → ℂ) :
    hbar (fun _ => excit 0) (dressed (fun _ => excit 0) modelD t) t *ᵥ ![1, 0, 0]
      = (1 : ℂ) • ![1, 0, 0] ∧
    Stationary (fun _ => excit 0) (dressed (fun _ => excit 0) modelD t) ![1, -1, 0]
      ![1, 0, 0] t ∧
    ![1, -1, 0] ᵥ* hbar (fun _ => excit 0) (dressed (fun _ => excit 0) modelD t) t
      ≠ (1 : ℂ) • ![1, -1, 0] := by
  have hE : hbar (fun _ => excit 0) (dressed (fun _ => excit 0) modelD t) t *ᵥ ![1, 0, 0]
      = (1 : ℂ) • ![1, 0, 0] := by
    rw [hbar_dressed]
    ext i
    fin_cases i <;> simp [modelD, mulVec, dotProduct, Fin.sum_univ_succ]
  refine ⟨hE, ?_, ?_⟩
  · rw [stationary_iff_residual (fun _ _ => Commute.refl _) hE, hbar_dressed]
    intro _
    simp [modelD, excit, mulVec, dotProduct, Fin.sum_univ_succ]
    norm_num
  · rw [hbar_dressed]
    intro h
    have h2 := congrFun h 2
    simp [modelD, vecMul, dotProduct, Fin.sum_univ_succ] at h2

end

end CoupledClusterLagrangian
```

```lean
#print axioms CoupledClusterLagrangian.stationary_iff_left_eigen_bare
-- 'CoupledClusterLagrangian.stationary_iff_left_eigen_bare' depends on axioms: [propext, Classical.choice, Quot.sound]
#print axioms CoupledClusterLagrangian.span_needed
-- 'CoupledClusterLagrangian.span_needed' depends on axioms: [propext, Classical.choice, Quot.sound]
```
